# Without hopping, two configurations of equal energy admit a ground state in which an exchange-odd observable has expectation one

The declaration concerns a system with two configurations and the zero Hamiltonian, a real 2 × 2 matrix, so that both configurations have energy zero and there is no hopping between them. It states that the vector (1, 0) is a ground state with energy 0, that the observable diag(1, −1) anticommutes with the matrix exchanging the configurations, and that this observable has expectation 1 in (1, 0). The vector has unit length, so this value is already normalised. The attempt proves the three parts separately, and for the anticommutation it compares the two matrices entry by entry, leaving each of the four cases to `simp`.

This version doesn't compile in Lean 4 with Mathlib:

```lean
import Mathlib

open Matrix

namespace FiniteSymmetry

noncomputable section

variable {n : Type*} [Fintype n] [DecidableEq n]

/-- A nonzero state `x` whose energy `E` is a lower bound for the energy of all states. -/
def IsGroundState (H : Matrix n n ℝ) (E : ℝ) (x : n → ℝ) : Prop :=
  x ≠ 0 ∧ x ⬝ᵥ H *ᵥ x = E * (x ⬝ᵥ x) ∧ ∀ y : n → ℝ, E * (y ⬝ᵥ y) ≤ y ⬝ᵥ H *ᵥ y

/-- The permutation matrix that relabels configurations by `σ`. -/
def permOp (σ : Equiv.Perm n) : Matrix n n ℝ := fun i j => if σ i = j then 1 else 0

variable {H : Matrix n n ℝ} {E : ℝ} {x y : n → ℝ}

/-- Without hopping between two configurations of equal energy, there is a ground state in which
an observable odd under their exchange has expectation one. -/
theorem broken_without_hopping :
    IsGroundState (0 : Matrix (Fin 2) (Fin 2) ℝ) 0 ![1, 0] ∧
      permOp (Equiv.swap (0 : Fin 2) 1) * !![1, 0; 0, -1]
        = -(!![1, 0; 0, -1] * permOp (Equiv.swap (0 : Fin 2) 1)) ∧
      ![1, 0] ⬝ᵥ (!![1, 0; 0, -1] : Matrix (Fin 2) (Fin 2) ℝ) *ᵥ ![1, 0] = 1 := by
  refine ⟨⟨fun h => by simpa using congrFun h 0, by simp, fun y => by simp⟩, ?_, ?_⟩
  · ext i j
    fin_cases i <;> fin_cases j <;> simp [permOp, Matrix.mul_apply, Fin.sum_univ_succ]
  · simp [Matrix.mulVec, dotProduct, Fin.sum_univ_succ]

end

end FiniteSymmetry
```

The error:

```
Main.lean:28:2: error: unsolved goals
case refine_1.«0».«0»
⊢ (![1, 0] ᵥ* permOp (Equiv.swap 0 1)) 0 = 0

case refine_1.«0».«1»
⊢ 1 = (![1, 0] ᵥ* permOp (Equiv.swap 0 1)) 1

case refine_1.«1».«0»
⊢ 1 = -(![0, -1] ᵥ* permOp (Equiv.swap 0 1)) 0

case refine_1.«1».«1»
⊢ (![0, -1] ᵥ* permOp (Equiv.swap 0 1)) 1 = 0
Main.lean:29:68: warning: This simp argument is unused:
  Fin.sum_univ_succ

Hint: Omit it from the simp argument list.
  [apply] simp [permOp, Matrix.mul_apply]

Note: This linter can be disabled with `set_option linter.unusedSimpArgs false`
```

The repair, with which the file compiles:

```diff
@@ -27,5 +27,6 @@
   refine ⟨⟨fun h => by simpa using congrFun h 0, by simp, fun y => by simp⟩, ?_, ?_⟩
   · ext i j
-    fin_cases i <;> fin_cases j <;> simp [permOp, Matrix.mul_apply, Fin.sum_univ_succ]
+    rw [Matrix.neg_apply, Matrix.mul_apply, Matrix.mul_apply, Fin.sum_univ_two, Fin.sum_univ_two]
+    fin_cases i <;> fin_cases j <;> simp [permOp]
   · simp [Matrix.mulVec, dotProduct, Fin.sum_univ_succ]
 
```

Diagnosis. The error says that all four entry cases of the anticommutation remain open after `simp`. In each, the product with the diagonal matrix on the left has become a row vector times `permOp (Equiv.swap 0 1)`, written with `ᵥ*`. `simp` has rewritten that product by rows before `Matrix.mul_apply` could turn its entry into a sum. `Matrix.mul_apply` does not match the new form, and `permOp`, standing there without its two indices, is not unfolded.

The repair fixes the order with `rw`, before the cases are split. `Matrix.neg_apply` moves the minus sign outside the entry, `Matrix.mul_apply` turns each of the two products into a sum, and `Fin.sum_univ_two` writes each sum out as two terms. Now `permOp` always has both indices, and `simp [permOp]` can evaluate the entries.

The warning says that `Fin.sum_univ_succ` was never used in the failing call. The repair drops it there, along with `Matrix.mul_apply`, whose work `rw` has already done.
